# Energy decrease and gradient bound for one gradient-regularised Newton step on a convex function

Let f be a convex, twice differentiable real function on a Euclidean space, with gradient g(y) and Hessian H(y) at each point y. Suppose that the Hessian is Lipschitz with constant L > 0:

‖H(y) − H(z)‖ ≤ L ‖y − z‖ for all y, z.

At a point x with g(x) ≠ 0, set λ = √(L ‖g(x)‖) and let the step s solve

(H(x) + λI) s = −g(x).

Then

f(x + s) ≤ f(x) − (5/6) λ ‖s‖²,

‖g(x + s)‖ ≤ (3/2) ‖g(x)‖.

The constant L bounds how fast the curvature changes from place to place, so it is an upper limit on the anharmonicity. If f is an energy and x a length, L ‖g(x)‖ has the units of a squared force constant, and λ can be added to the Hessian. Level-shifted Newton steps occur in geometry and orbital optimisation, often with the shift set by a trust radius instead, but the bounds above are for energies convex on the whole space, which molecular energy surfaces in general are not.

## From the Taylor remainders to the two bounds

**Remainders.** Along the segment x + ts, with 0 ≤ t ≤ 1, the error of the linear model of the gradient is

e(t) = g(x + ts) − g(x) − t H(x)s.

It vanishes at t = 0, and its derivative (H(x + ts) − H(x))s has norm at most L t ‖s‖². Integrating from 0 to 1 gives

‖g(x + s) − g(x) − H(x)s‖ ≤ (L/2) ‖s‖².  (1)

The error of the quadratic model of the energy,

f(x + ts) − f(x) − t⟨g(x), s⟩ − (t²/2)⟨H(x)s, s⟩,

has derivative ⟨e(t), s⟩. By (1), applied to the displacement ts, this is at most (L/2) t² ‖s‖³ in absolute value. A second integration gives

|f(x + s) − f(x) − ⟨g(x), s⟩ − ½⟨H(x)s, s⟩| ≤ (L/6) ‖s‖³.  (2)

**Curvature.** Convexity puts f(x) at or below the mean of f(x + w) and f(x − w). Adding (2) for w and for −w cancels the linear terms, so

0 ≤ f(x + w) + f(x − w) − 2f(x) ≤ ⟨H(x)w, w⟩ + (L/3) ‖w‖³.

Put w = tv with t > 0, divide by t² and let t go to 0. The result is ⟨H(x)v, v⟩ ≥ 0 for every v.

**Step length.** The inner product of the step equation with s is

⟨H(x)s, s⟩ + λ‖s‖² = −⟨g(x), s⟩ ≤ ‖g(x)‖ ‖s‖.  (3)

The first term is nonnegative, so λ‖s‖ ≤ ‖g(x)‖. Multiplying by L and using λ² = L‖g(x)‖ gives λL‖s‖ ≤ λ², and therefore L‖s‖ ≤ λ.

**Gradient.** The step equation says g(x) + H(x)s = −λs. With (1),

‖g(x + s)‖ ≤ λ‖s‖ + (L/2)‖s‖² ≤ (3/2) λ‖s‖ ≤ (3/2) ‖g(x)‖.

**Energy.** The equality in (3) eliminates ⟨g(x), s⟩ from (2):

f(x + s) ≤ f(x) − λ‖s‖² − ½⟨H(x)s, s⟩ + (L/6)‖s‖³.

The curvature term can only lower the right-hand side, and the cubic term is at most (λ/6)‖s‖². What remains is the decrease (5/6) λ‖s‖².

## A concave parabola breaks both bounds

The convexity hypothesis cannot simply be dropped, although the argument uses it only through ⟨H(x)v, v⟩ ≥ 0 at the starting point x. Take f(x) = −x²/2 on the real line, so that g(x) = −x and H = −1. The Hessian is constant, and every L > 0 is an admissible Lipschitz constant. Start at x = 1, where ‖g(x)‖ = 1 and λ = √L.

- With L = 1/16, λ = 1/4 and s = −4/3. The energy rises from −1/2 to −1/18.
- With L = 4, λ = 2 and s = 1. The gradient norm doubles, which exceeds the factor 3/2.
- With L = 1, the step equation reads 0 · s = 1 and has no solution.

## The step in a program

An iteration evaluates g(x) and H(x), forms λ, and solves one linear system. For convex f the matrix H(x) + λI is symmetric positive definite, so a Cholesky factorisation applies. In the eigenbasis of H(x), with eigenvalues hᵢ and gradient components gᵢ, the step is

sᵢ = −gᵢ / (hᵢ + λ),

so soft modes are damped most strongly relative to the plain Newton step.

The constant L is rarely known. A program can use a trial value M in its place, test the two inequalities after the step, and double M and recompute the step if either fails. For convex f and in exact arithmetic the tests pass once M ≥ L, because a Hessian that is Lipschitz with constant L is also Lipschitz with any larger constant.

## The Lean development

The space `V` is a complete real inner product space. Every Euclidean space is one, and so is every real Hilbert space of infinite dimension.

```lean
import Mathlib

open Set

namespace GradientRegularisedNewton

noncomputable section

variable {V : Type*} [NormedAddCommGroup V] [InnerProductSpace ℝ V] [CompleteSpace V]
```

The structure `LipschitzHessian f g H L` ties the four objects together: `g` is the gradient of `f`, `H` is the derivative of `g`, and `H` is Lipschitz in operator norm. All three conditions hold on the whole space, which excludes an energy such as x⁴, whose second derivative has no global Lipschitz constant. Symmetry of the Hessian is not listed, since no step of the proof uses it.

```lean
/-- The energy `f` has gradient `g` and Hessian `H` everywhere, and the Hessian is
Lipschitz with constant `L` in operator norm. -/
structure LipschitzHessian (f : V → ℝ) (g : V → V) (H : V → V →L[ℝ] V) (L : ℝ) : Prop where
  grad : ∀ y, HasGradientAt f (g y) y
  hess : ∀ y, HasFDerivAt g (H y) y
  lip : ∀ y z, ‖H y - H z‖ ≤ L * ‖y - z‖
```

The level shift λ is a function of `L` and the current gradient vector.

```lean
/-- The level shift `√(L ‖g‖)` set by the current gradient `g`. -/
def shift (L : ℝ) (g : V) : ℝ := √(L * ‖g‖)
```

`IsStep` is the step equation, stated as a property of `s`. No inverse matrix appears, and the step is taken to solve the equation exactly.

```lean
/-- The step `s` solves the shifted Newton equation `(H + λ I) s = -g` with
`λ = √(L ‖g‖)`. -/
def IsStep (L : ℝ) (g : V) (H : V →L[ℝ] V) (s : V) : Prop :=
  H s + shift L g • s = -g
```

Both remainders are obtained by differentiating along a straight path, whose velocity is `s`.

```lean
variable {f : V → ℝ} {g : V → V} {H : V → V →L[ℝ] V} {L : ℝ}

omit [CompleteSpace V] in
/-- The straight path `x + t s` has velocity `s`. -/
theorem hasDerivAt_path (x s : V) (t : ℝ) : HasDerivAt (fun r : ℝ => x + r • s) s t := by
  have h1 := ((hasDerivAt_id' t).smul_const s).const_add x
  rw [one_smul] at h1
  exact h1
```

The next theorem is (1). The facts `d` and `dB` differentiate the error e(t) and the comparison function (L/2)‖s‖²t², and `bound` compares the two speeds using the Lipschitz condition. In place of an integral, the proof uses a Mathlib comparison theorem: if a vector function and a real function both start at zero, and the vector function moves no faster than the real one grows, then its norm never exceeds the real function.

```lean
/-- The linear model of the gradient errs by at most `L ‖s‖² / 2`. -/
theorem gradient_remainder (h : LipschitzHessian f g H L) (x s : V) :
    ‖g (x + s) - g x - H x s‖ ≤ L / 2 * ‖s‖ ^ 2 := by
  have d : ∀ t : ℝ, HasDerivAt (fun r : ℝ => g (x + r • s) - g x - r • H x s)
      (H (x + t • s) s - H x s) t := by
    intro t
    have h1 := HasFDerivAt.comp_hasDerivAt t (h.hess (x + t • s)) (hasDerivAt_path x s t)
    have h2 := (hasDerivAt_id' t).smul_const (H x s)
    rw [one_smul] at h2
    exact (h1.sub_const (g x)).sub h2
  have dB : ∀ t : ℝ, HasDerivAt (fun r : ℝ => L / 2 * ‖s‖ ^ 2 * r ^ 2)
      (L * ‖s‖ ^ 2 * t) t := by
    intro t
    refine ((hasDerivAt_pow 2 t).const_mul (L / 2 * ‖s‖ ^ 2)).congr_deriv ?_
    show L / 2 * ‖s‖ ^ 2 * (((2 : ℕ) : ℝ) * t ^ 1) = _
    push_cast
    ring
  -- the Lipschitz bound controls the speed at which the error grows along the path
  have bound : ∀ t ∈ Ico (0 : ℝ) 1, ‖H (x + t • s) s - H x s‖ ≤ L * ‖s‖ ^ 2 * t := by
    intro t ht
    have h1 := h.lip (x + t • s) x
    rw [add_sub_cancel_left, norm_smul, Real.norm_of_nonneg ht.1] at h1
    have h2 : ‖H (x + t • s) s - H x s‖ ≤ ‖H (x + t • s) - H x‖ * ‖s‖ :=
      (H (x + t • s) - H x).le_opNorm s
    have h3 := mul_le_mul_of_nonneg_right h1 (norm_nonneg s)
    linarith
  have key := image_norm_le_of_norm_deriv_right_le_deriv_boundary
    (fun t _ => (d t).continuousAt.continuousWithinAt)
    (fun t _ => (d t).hasDerivWithinAt) (by simp) dB bound
    (right_mem_Icc.mpr (zero_le_one' ℝ))
  simpa using key
```

The energy remainder (2) follows the same pattern one order higher. Here `bound` calls `gradient_remainder` for the displacement `t • s` and then applies the Cauchy–Schwarz inequality.

```lean
/-- The quadratic model of the energy errs by at most `L ‖s‖³ / 6`. -/
theorem energy_remainder (h : LipschitzHessian f g H L) (x s : V) :
    |f (x + s) - f x - inner ℝ (g x) s - inner ℝ (H x s) s / 2| ≤ L / 6 * ‖s‖ ^ 3 := by
  have d : ∀ t : ℝ, HasDerivAt
      (fun r : ℝ => f (x + r • s) - f x - inner ℝ (g x) s * r
        - inner ℝ (H x s) s / 2 * r ^ 2)
      (inner ℝ (g (x + t • s) - g x - H x (t • s)) s) t := by
    intro t
    have h0 := (h.grad (x + t • s)).hasFDerivAt
    have hcomp := HasFDerivAt.comp_hasDerivAt t h0 (hasDerivAt_path x s t)
    have h1 : HasDerivAt (fun r : ℝ => f (x + r • s)) (inner ℝ (g (x + t • s)) s) t :=
      hcomp.congr_deriv rfl
    have h2 := (hasDerivAt_id' t).const_mul (inner ℝ (g x) s)
    have h3 := (hasDerivAt_pow 2 t).const_mul (inner ℝ (H x s) s / 2)
    refine (((h1.sub_const (f x)).sub h2).sub h3).congr_deriv ?_
    rw [inner_sub_left, inner_sub_left, map_smul, real_inner_smul_left]
    show _ - _ - inner ℝ (H x s) s / 2 * (((2 : ℕ) : ℝ) * t ^ 1) = _
    push_cast
    ring
  have dB : ∀ t : ℝ, HasDerivAt (fun r : ℝ => L / 6 * ‖s‖ ^ 3 * r ^ 3)
      (L / 2 * ‖s‖ ^ 3 * t ^ 2) t := by
    intro t
    refine ((hasDerivAt_pow 3 t).const_mul (L / 6 * ‖s‖ ^ 3)).congr_deriv ?_
    show L / 6 * ‖s‖ ^ 3 * (((3 : ℕ) : ℝ) * t ^ 2) = _
    push_cast
    ring
  have bound : ∀ t ∈ Ico (0 : ℝ) 1,
      ‖(inner ℝ (g (x + t • s) - g x - H x (t • s)) s : ℝ)‖ ≤ L / 2 * ‖s‖ ^ 3 * t ^ 2 := by
    intro t ht
    have h1 := gradient_remainder h x (t • s)
    rw [norm_smul, Real.norm_of_nonneg ht.1] at h1
    have h2 := norm_inner_le_norm (𝕜 := ℝ) (g (x + t • s) - g x - H x (t • s)) s
    have h3 := mul_le_mul_of_nonneg_right h1 (norm_nonneg s)
    linarith
  have key := image_norm_le_of_norm_deriv_right_le_deriv_boundary
    (fun t _ => (d t).continuousAt.continuousWithinAt)
    (fun t _ => (d t).hasDerivWithinAt) (by simp) dB bound
    (right_mem_Icc.mpr (zero_le_one' ℝ))
  simpa using key
```

Nonnegative curvature is derived from `ConvexOn ℝ univ f`, convexity on the whole space. The inequality `key` is the midpoint comparison above. The limit t → 0 is replaced by a single choice of t: if q = ⟨H(x)v, v⟩ were negative, the positive t with

t ((L/3)‖v‖³ + 1) = −q

would turn the right-hand side of `key` into −t³, which is negative.

```lean
/-- A convex energy has no direction of negative curvature. -/
theorem curvature_nonneg (h : LipschitzHessian f g H L) (hL : 0 < L)
    (hc : ConvexOn ℝ univ f) (x v : V) : 0 ≤ inner ℝ (H x v) v := by
  -- compare the energy at `x` with its mean over `x + w` and `x - w`
  have key : ∀ w : V, 0 ≤ inner ℝ (H x w) w + L / 3 * ‖w‖ ^ 3 := by
    intro w
    have a1 := (abs_le.mp (energy_remainder h x w)).2
    have a2 := (abs_le.mp (energy_remainder h x (-w))).2
    simp only [map_neg, inner_neg_left, inner_neg_right, neg_neg, norm_neg] at a2
    have m := hc.2 (mem_univ (x + w)) (mem_univ (x + -w))
      (by norm_num : (0 : ℝ) ≤ 1 / 2) (by norm_num : (0 : ℝ) ≤ 1 / 2) (by norm_num)
    have e : (1 / 2 : ℝ) • (x + w) + (1 / 2 : ℝ) • (x + -w) = x := by module
    rw [e, smul_eq_mul, smul_eq_mul] at m
    linarith
  by_contra hq
  have hq' := not_le.mp hq
  -- a short enough displacement would contradict convexity
  have hc1 : 0 < L / 3 * ‖v‖ ^ 3 + 1 := by positivity
  obtain ⟨t, ht, hteq⟩ : ∃ t : ℝ, 0 < t ∧
      t * (L / 3 * ‖v‖ ^ 3 + 1) = -inner ℝ (H x v) v :=
    ⟨-inner ℝ (H x v) v / (L / 3 * ‖v‖ ^ 3 + 1), div_pos (by linarith) hc1,
      div_mul_cancel₀ _ hc1.ne'⟩
  have k := key (t • v)
  rw [map_smul, real_inner_smul_left, real_inner_smul_right, norm_smul,
    Real.norm_of_nonneg ht.le] at k
  have e : t * (t * inner ℝ (H x v) v) + L / 3 * (t * ‖v‖) ^ 3 = -t ^ 3 := by
    linear_combination t ^ 2 * hteq
  have := pow_pos ht 3
  linarith
```

Since L > 0 and the gradient is nonzero, λ is positive.

```lean
omit [InnerProductSpace ℝ V] [CompleteSpace V] in
/-- For `L > 0` the level shift is positive where the gradient does not vanish. -/
theorem shift_pos (hL : 0 < L) {u : V} (hu : u ≠ 0) : 0 < shift L u :=
  Real.sqrt_pos.mpr (mul_pos hL (norm_pos_iff.mpr hu))
```

In finite dimension the step exists and is unique. If (H(x) + λI)v = 0, the inner product with v gives ⟨H(x)v, v⟩ + λ‖v‖² = 0, which forces v = 0. The map is therefore injective, and an injective linear map of a finite-dimensional space to itself is surjective. The theorems after this one take a solution `s` as a hypothesis and do not need finite dimension.

```lean
/-- In finite dimension, for a convex energy and a nonzero gradient, the shifted Newton equation has
exactly one solution. -/
theorem existsUnique_step [FiniteDimensional ℝ V] (h : LipschitzHessian f g H L)
    (hL : 0 < L) (hc : ConvexOn ℝ univ f) {x : V} (hg : g x ≠ 0) :
    ∃! s, IsStep L (g x) (H x) s := by
  have hl := shift_pos hL hg
  let A : V →ₗ[ℝ] V := (H x).toLinearMap + shift L (g x) • LinearMap.id
  have hA : ∀ v, A v = H x v + shift L (g x) • v := fun v => rfl
  have inj : Function.Injective A := by
    refine (injective_iff_map_eq_zero A).mpr fun v hv => ?_
    have h1 : inner ℝ (A v) v = 0 := by rw [hv, inner_zero_left]
    rw [hA, inner_add_left, real_inner_smul_left, real_inner_self_eq_norm_sq] at h1
    have h2 := curvature_nonneg h hL hc x v
    by_contra hv0
    have h3 := mul_pos hl (pow_pos (norm_pos_iff.mpr hv0) 2)
    linarith
  obtain ⟨s, hs⟩ := LinearMap.injective_iff_surjective.mp inj (-g x)
  exact ⟨s, hs, fun y hy => inj (Eq.trans hy hs.symm)⟩
```

`step_length` proves the two length estimates. The fact `e` is the step equation paired with `s`, `q` is the curvature bound and `c` is Cauchy–Schwarz; `linarith` combines them, and the common factor ‖s‖ is cancelled.

```lean
/-- For a convex energy and a nonzero gradient `g`, the step obeys `λ ‖s‖ ≤ ‖g‖` and `L ‖s‖ ≤ λ`. -/
theorem step_length (h : LipschitzHessian f g H L) (hL : 0 < L)
    (hc : ConvexOn ℝ univ f) {x s : V} (hg : g x ≠ 0) (hs : IsStep L (g x) (H x) s) :
    shift L (g x) * ‖s‖ ≤ ‖g x‖ ∧ L * ‖s‖ ≤ shift L (g x) := by
  have hl := shift_pos hL hg
  have h1 : shift L (g x) * ‖s‖ ≤ ‖g x‖ := by
    rcases (norm_nonneg s).eq_or_lt with h0 | h0
    · rw [← h0, mul_zero]
      exact norm_nonneg _
    · have e := congrArg (fun u => inner ℝ u s) hs
      simp only [inner_add_left, real_inner_smul_left, real_inner_self_eq_norm_sq,
        inner_neg_left] at e
      have q := curvature_nonneg h hL hc x s
      have c := (abs_le.mp (abs_real_inner_le_norm (g x) s)).1
      refine le_of_mul_le_mul_right ?_ h0
      linarith
  refine ⟨h1, le_of_mul_le_mul_left ?_ hl⟩
  have sq : shift L (g x) * shift L (g x) = L * ‖g x‖ :=
    Real.mul_self_sqrt (by positivity)
  have := mul_le_mul_of_nonneg_left h1 hL.le
  linarith
```

The intermediate gradient bound (3/2) λ‖s‖ is kept as a theorem of its own, because it is sharper than the final one and is needed again at the end. The fact `e` writes the new gradient as the remainder minus λs, and the triangle inequality does the rest.

```lean
/-- For a convex energy and a nonzero starting gradient, the gradient norm after the step is at most
`(3/2) λ ‖s‖`. -/
theorem new_gradient_le (h : LipschitzHessian f g H L) (hL : 0 < L)
    (hc : ConvexOn ℝ univ f) {x s : V} (hg : g x ≠ 0) (hs : IsStep L (g x) (H x) s) :
    ‖g (x + s)‖ ≤ 3 / 2 * (shift L (g x) * ‖s‖) := by
  have hl := shift_pos hL hg
  have e : g (x + s) = (g (x + s) - g x - H x s) - shift L (g x) • s := by
    have h1 : H x s = -g x - shift L (g x) • s := eq_sub_of_add_eq hs
    rw [h1]
    abel
  have n := norm_sub_le (g (x + s) - g x - H x s) (shift L (g x) • s)
  rw [← e, norm_smul, Real.norm_of_nonneg hl.le] at n
  have r := gradient_remainder h x s
  have b := mul_le_mul_of_nonneg_right (step_length h hL hc hg hs).2 (norm_nonneg s)
  linarith
```

The main theorem joins the two claims with `∧`. For the energy, `e` eliminates the linear term, `q` discards the curvature term, `r` is the upper half of (2), and `b` turns the cubic term into a multiple of λ‖s‖². For the gradient, λ‖s‖ ≤ ‖g(x)‖ is inserted into the preceding theorem. The statement concerns one step from one point; it gives no convergence rate for the iteration.

```lean
/-- From a point with nonzero gradient, one gradient-regularised Newton step on a convex energy
lowers it by at least `(5/6) λ ‖s‖²`, and the gradient norm grows at most by the factor `3/2`. -/
theorem regularised_newton_step (h : LipschitzHessian f g H L) (hL : 0 < L)
    (hc : ConvexOn ℝ univ f) {x s : V} (hg : g x ≠ 0) (hs : IsStep L (g x) (H x) s) :
    f (x + s) ≤ f x - 5 / 6 * shift L (g x) * ‖s‖ ^ 2 ∧
      ‖g (x + s)‖ ≤ 3 / 2 * ‖g x‖ := by
  obtain ⟨l1, l2⟩ := step_length h hL hc hg hs
  constructor
  · -- eliminate the linear term of the quadratic model by the step equation
    have e := congrArg (fun u => inner ℝ u s) hs
    simp only [inner_add_left, real_inner_smul_left, real_inner_self_eq_norm_sq,
      inner_neg_left] at e
    have q := curvature_nonneg h hL hc x s
    have r := (abs_le.mp (energy_remainder h x s)).2
    have b := mul_le_mul_of_nonneg_right l2 (sq_nonneg ‖s‖)
    linarith
  · have := new_gradient_le h hL hc hg hs
    linarith
```

The decrease can also be expressed through the gradient at the new point. Squaring ‖g(x + s)‖ ≤ (3/2) λ‖s‖ and dividing by λ gives

‖g(x + s)‖² / λ ≤ (9/4) λ‖s‖²,

and (5/6) · (4/9) = 10/27 is the constant in the last theorem. For a given λ, the guaranteed decrease therefore grows with the square of the gradient norm at the new point.

```lean
/-- From a point with nonzero gradient, a convex energy drops by at least `(10/27) ‖g₊‖² / λ`, where
`g₊` is the gradient after the step. -/
theorem decrease_by_new_gradient (h : LipschitzHessian f g H L) (hL : 0 < L)
    (hc : ConvexOn ℝ univ f) {x s : V} (hg : g x ≠ 0) (hs : IsStep L (g x) (H x) s) :
    f (x + s) ≤ f x - 10 / 27 * (‖g (x + s)‖ ^ 2 / shift L (g x)) := by
  have d := (regularised_newton_step h hL hc hg hs).1
  have n := pow_le_pow_left₀ (norm_nonneg _) (new_gradient_le h hL hc hg hs) 2
  have b : ‖g (x + s)‖ ^ 2 / shift L (g x) ≤ 9 / 4 * (shift L (g x) * ‖s‖ ^ 2) := by
    rw [div_le_iff₀ (shift_pos hL hg)]
    linarith
  linarith

end

end GradientRegularisedNewton
```

```lean
#print axioms GradientRegularisedNewton.existsUnique_step
#print axioms GradientRegularisedNewton.regularised_newton_step
#print axioms GradientRegularisedNewton.decrease_by_new_gradient
```

```
'GradientRegularisedNewton.existsUnique_step' depends on axioms: [propext, Classical.choice, Quot.sound]
'GradientRegularisedNewton.regularised_newton_step' depends on axioms: [propext, Classical.choice, Quot.sound]
'GradientRegularisedNewton.decrease_by_new_gradient' depends on axioms: [propext, Classical.choice, Quot.sound]
```
